# For a Lorentzian susceptibility peak at $(\pi,\pi)$, the oxygen weight $F^2\chi$ stays bounded as the correlation length grows, while the copper weight diverges if $A\neq 4B$

Wavevectors are pairs of real numbers, `ℝ × ℝ`, and the distance from the susceptibility peak is written out in components, because Mathlib's norm on pairs is the maximum norm and not the Euclidean one. With lattice constant 1, correlation length $\xi$ and peak position $P$, the static susceptibility is

$$\chi(q)=\frac{\xi^2}{1+\xi^2r^2},\qquad r^2=(q_x-P_x)^2+(q_y-P_y)^2 .$$

In Lean this is `chi ξ P q`, with `q.1` and `q.2` for $q_x$ and $q_y$. Its overall prefactor is assumed not to depend on $\xi$ and is set to 1, and $\xi$ may be any real number, since only its square enters. The function has a single peak and is not periodic in $q$.

```lean
import Mathlib

open Real Filter Topology

namespace CuprateFormFactors

noncomputable section
```

The antiferromagnetic wavevector is $Q=(\pi,\pi)$, called `Qaf`.

```lean
/-- The antiferromagnetic wavevector `(π, π)` of the square lattice. -/
def Qaf : ℝ × ℝ := (π, π)

/-- Static susceptibility at wavevector `q` with correlation length `ξ` and a peak at `P`;
the distance from the peak is Euclidean. -/
def chi (ξ : ℝ) (P q : ℝ × ℝ) : ℝ :=
  ξ ^ 2 / (1 + ξ ^ 2 * ((q.1 - P.1) ^ 2 + (q.2 - P.2) ^ 2))
```

An oxygen nucleus midway between two neighbouring copper spins along $x$ couples to each with strength $C$, which gives $F_O(q)=2C\cos(q_x/2)$.

```lean
/-- Hyperfine factor of an oxygen nucleus midway between two copper spins along `x`. -/
def oxygenFactor (C : ℝ) (q : ℝ × ℝ) : ℝ := 2 * C * Real.cos (q.1 / 2)
```

A copper nucleus couples to its own spin with strength $A$ and to each of its four neighbours with strength $B$, so $F_{Cu}(q)=A+2B(\cos q_x+\cos q_y)$. The couplings are real constants for one field direction.

```lean
/-- Hyperfine factor of a copper nucleus with on-site coupling `A` and coupling `B` to each
of its four neighbours. -/
def copperFactor (A B : ℝ) (q : ℝ × ℝ) : ℝ :=
  A + 2 * B * (Real.cos q.1 + Real.cos q.2)
```

The weight of a site is $F(q)^2\chi(q)$. Summed over the Brillouin zone centred on the peak and multiplied by the temperature, it is proportional to the variance of the thermal hyperfine field in the classical limit. Relaxation rates need the dynamic susceptibility, which is not modelled here.

### (a) Susceptibility at the peak

Show that $\chi(P)=\xi^2$.

At $q=P$ the distance $r$ vanishes and the denominator is 1. Unfolding the definition with `simp` does the same.

```lean
/-- At its peak the susceptibility equals the square of the correlation length. -/
theorem chi_peak (ξ : ℝ) (P : ℝ × ℝ) : chi ξ P P = ξ ^ 2 := by
  simp [chi]
```

### (b) A positive weight at the peak

For fixed $w>0$, show that $w\,\chi(P)\to\infty$ as $\xi\to\infty$.

By (a) the product is $w\xi^2$. The square grows without bound, and a positive factor preserves this. In Lean, `Tendsto … atTop atTop` expresses the divergence.

```lean
/-- A positive weight times the peak susceptibility diverges with the correlation length. -/
theorem tendsto_weight_at_peak {w : ℝ} (hw : 0 < w) (P : ℝ × ℝ) :
    Tendsto (fun ξ : ℝ => w * chi ξ P P) atTop atTop := by
  simp only [chi_peak]
  exact (tendsto_pow_atTop two_ne_zero).const_mul_atTop hw
```

### (c) A weight that vanishes quadratically

Let $K\ge 0$ and $w\le Kr^2$. Show that $w\,\chi(q)\le K$.

The denominator is positive, so the claim is equivalent to $w\xi^2\le K(1+\xi^2r^2)$. Multiplying the hypothesis by $\xi^2$ gives

$$w\xi^2\le K\xi^2r^2\le K+K\xi^2r^2 .$$

`div_le_iff₀` clears the denominator and `nlinarith` combines the inequalities.

Without $K\ge0$ the claim fails: for $K=w=-1$ and $r=\xi=1$, the product is $-\tfrac12>-1$.

```lean
/-- A weight that is at most `K` times the squared distance from the peak gives, multiplied by
the susceptibility, at most `K` for every correlation length. -/
theorem weight_mul_chi_le {w K : ℝ} (ξ : ℝ) (P q : ℝ × ℝ) (hK : 0 ≤ K)
    (h : w ≤ K * ((q.1 - P.1) ^ 2 + (q.2 - P.2) ^ 2)) : w * chi ξ P q ≤ K := by
  unfold chi
  rw [← mul_div_assoc, div_le_iff₀ (by positivity)]
  nlinarith [mul_le_mul_of_nonneg_right h (sq_nonneg ξ)]
```

### (d) The oxygen factor near $q_x=\pi$

Show that $F_O(q)^2\le C^2(q_x-\pi)^2$.

The half-angle formula and $1-\cos d\le d^2/2$ give

$$F_O^2=2C^2(1+\cos q_x)=2C^2\bigl(1-\cos(q_x-\pi)\bigr)\le C^2(q_x-\pi)^2 .$$

In the proof, `h1` is the cosine inequality and `h2` the half-angle step.

```lean
/-- The squared oxygen factor is at most `C²` times the squared distance of `qx` from `π`. -/
theorem oxygenFactor_sq_le (C : ℝ) (q : ℝ × ℝ) :
    oxygenFactor C q ^ 2 ≤ C ^ 2 * (q.1 - π) ^ 2 := by
  have h1 : 1 - (q.1 - π) ^ 2 / 2 ≤ Real.cos (q.1 - π) := Real.one_sub_sq_div_two_le_cos
  rw [Real.cos_sub_pi] at h1
  -- half-angle formula
  have h2 : oxygenFactor C q ^ 2 = C ^ 2 * (2 * (1 + Real.cos q.1)) := by
    have h3 := Real.cos_sq (q.1 / 2)
    rw [show 2 * (q.1 / 2) = q.1 by ring] at h3
    unfold oxygenFactor
    linear_combination 4 * C ^ 2 * h3
  rw [h2]
  exact mul_le_mul_of_nonneg_left (by linarith) (sq_nonneg C)
```

### (e) Oxygen and copper compared

With the peak at $P=Q$, show for all $q$ and $\xi$ that

$$F_O(q)^2\chi(q)\le C^2,\qquad F_{Cu}(Q)^2\chi(Q)=(A-4B)^2\xi^2,$$

and that the copper weight diverges with $\xi$ if $A\ne4B$.

Since $(q_x-\pi)^2\le r^2$, part (d) gives $F_O^2\le C^2r^2$, and (c) with $K=C^2$ yields the bound. For copper, $\cos\pi=-1$ gives $F_{Cu}(Q)=A-4B$. Then (a) gives the value, and (b) the divergence. The condition $A\neq4B$ means that the four antiparallel neighbours do not cancel the on-site field.

In this static one-peak model with $A\ne4B$, the copper weight at $Q$ therefore grows without bound as $\xi$ increases, while the oxygen weight never exceeds $C^2$ at any wavevector. These statements concern single wavevectors; an integral over $q$ can grow more slowly than $\xi^2$. A code that evaluates $F_O^2\chi$ on a grid of wavevectors with this $\chi$, prefactor 1 and the peak at $Q$ can test every value against $C^2$.

```lean
/-- With the susceptibility peaked at `(π, π)`, the oxygen weight is at most `C²` for all
wavevectors and correlation lengths, while the copper weight at `(π, π)` is `(A - 4B)² ξ²` and
diverges with `ξ` if `A ≠ 4B`. -/
theorem oxygen_bounded_copper_diverges (A B C : ℝ) :
    (∀ ξ q, oxygenFactor C q ^ 2 * chi ξ Qaf q ≤ C ^ 2) ∧
    (∀ ξ, copperFactor A B Qaf ^ 2 * chi ξ Qaf Qaf = (A - 4 * B) ^ 2 * ξ ^ 2) ∧
    (A ≠ 4 * B →
      Tendsto (fun ξ => copperFactor A B Qaf ^ 2 * chi ξ Qaf Qaf) atTop atTop) := by
  have hF : copperFactor A B Qaf = A - 4 * B := by
    simp only [copperFactor, Qaf, Real.cos_pi]
    ring
  refine ⟨fun ξ q => ?_, fun ξ => by rw [hF, chi_peak], fun h => ?_⟩
  · refine weight_mul_chi_le ξ Qaf q (sq_nonneg C) ((oxygenFactor_sq_le C q).trans ?_)
    refine mul_le_mul_of_nonneg_left ?_ (sq_nonneg C)
    simp only [Qaf]
    linarith [sq_nonneg (q.2 - π)]
  · rw [hF]
    have h0 : A - 4 * B ≠ 0 := sub_ne_zero.mpr h
    exact tendsto_weight_at_peak (by positivity) Qaf
```

### (f) A path towards the peak

Put $q=(\pi+t,\pi)$ and $\xi=1/t^2$. Show that $F_O(q)^2\chi(q)\to C^2$ as $t\to0$, $t\ne0$.

Here $F_O=-2C\sin(t/2)$ and $r^2=t^2$, so

$$\chi=\frac{t^{-4}}{1+t^{-2}}=\frac1{t^2(1+t^2)},\qquad F_O^2\chi=\frac{4C^2}{1+t^2}\left(\frac{\sin(t/2)}{t}\right)^2\to 4C^2\cdot\frac14 .$$

Lean obtains the limit $\tfrac12$ of the quotient as the derivative of $\sin(t/2)$ at zero. The filter `𝓝[≠] 0` excludes $t=0$.

```lean
/-- Along `q = (π + t, π)` with correlation length `1/t²`, the oxygen weight tends to `C²` as
`t` tends to zero. -/
theorem oxygen_weight_limit (C : ℝ) :
    Tendsto (fun t : ℝ => oxygenFactor C (π + t, π) ^ 2 * chi (1 / t ^ 2) Qaf (π + t, π))
      (𝓝[≠] 0) (𝓝 (C ^ 2)) := by
  -- the slope of sin (t/2) at the origin is 1/2
  have h : HasDerivAt (fun t : ℝ => Real.sin (t / 2)) (1 / 2) 0 := by
    have h0 := ((hasDerivAt_id (0 : ℝ)).div_const 2).sin
    simpa using h0
  have h1 := hasDerivAt_iff_tendsto_slope_zero.mp h
  have hc : Continuous (fun t : ℝ => 4 * C ^ 2 / (1 + t ^ 2)) :=
    continuous_const.div (by fun_prop) (fun t => by positivity)
  have h2 : Tendsto (fun t : ℝ => 4 * C ^ 2 / (1 + t ^ 2)) (𝓝[≠] 0)
      (𝓝 (4 * C ^ 2 / (1 + 0 ^ 2))) := (hc.tendsto 0).mono_left nhdsWithin_le_nhds
  have h3 := h2.mul (h1.pow 2)
  rw [show 4 * C ^ 2 / (1 + 0 ^ 2) * (1 / 2) ^ 2 = C ^ 2 by ring] at h3
  refine h3.congr' ?_
  filter_upwards [self_mem_nhdsWithin] with t ht
  have ht' : t ≠ 0 := ht
  have hcos : Real.cos ((π + t) / 2) = -Real.sin (t / 2) := by
    rw [show (π + t) / 2 = t / 2 + π / 2 by ring, Real.cos_add_pi_div_two]
  have hchi : chi (1 / t ^ 2) Qaf (π + t, π) = 1 / (t ^ 2 * (1 + t ^ 2)) := by
    simp only [chi, Qaf, add_sub_cancel_left, sub_self]
    rw [div_eq_div_iff (by positivity) (by positivity)]
    field_simp
    ring
  rw [hchi]
  simp only [oxygenFactor, hcos, smul_eq_mul, zero_add, zero_div, Real.sin_zero, sub_zero]
  field_simp
  ring
```

### (g) The best oxygen constant

Show that $\sup_{\xi,q}F_O(q)^2\chi(q)=C^2$ for $P=Q$.

Part (e) makes $C^2$ an upper bound. Any other upper bound $b$ lies above all values along the path in (f), hence above their limit, so $b\ge C^2$. These are the two halves of `IsLUB`.

```lean
/-- `C²` is the least upper bound of the oxygen weight over all correlation lengths and
wavevectors. -/
theorem oxygen_weight_isLUB (C : ℝ) :
    IsLUB (Set.range fun p : ℝ × (ℝ × ℝ) => oxygenFactor C p.2 ^ 2 * chi p.1 Qaf p.2)
      (C ^ 2) := by
  constructor
  · rintro _ ⟨p, rfl⟩
    exact (oxygen_bounded_copper_diverges 0 0 C).1 p.1 p.2
  · intro b hb
    exact le_of_tendsto (oxygen_weight_limit C)
      (Eventually.of_forall fun t => hb ⟨(1 / t ^ 2, (π + t, π)), rfl⟩)
```

### (h) Copper with cancelling couplings

Let $A=4B$ and $P=Q$. Show that $F_{Cu}(q)^2\chi(q)\le 8B^2$.

Write $F_{Cu}=2Bs$ with $s=2+\cos q_x+\cos q_y$. Then $0\le s\le4$, and the cosine inequality, used for $q_x$ and for $q_y$, gives $s\le r^2/2$. Hence $s^2\le4s\le2r^2$ and $F_{Cu}^2=4B^2s^2\le8B^2r^2$, so (c) applies with $K=8B^2$. No optimality is claimed for this constant.

```lean
/-- If `A = 4B`, the copper weight is at most `8B²` for all wavevectors and correlation
lengths. -/
theorem copper_weight_le (B ξ : ℝ) (q : ℝ × ℝ) :
    copperFactor (4 * B) B q ^ 2 * chi ξ Qaf q ≤ 8 * B ^ 2 := by
  refine weight_mul_chi_le ξ Qaf q (by positivity) ?_
  have hx : 1 - (q.1 - π) ^ 2 / 2 ≤ Real.cos (q.1 - π) := Real.one_sub_sq_div_two_le_cos
  have hy : 1 - (q.2 - π) ^ 2 / 2 ≤ Real.cos (q.2 - π) := Real.one_sub_sq_div_two_le_cos
  rw [Real.cos_sub_pi] at hx hy
  -- the factor is 2 B s with 0 ≤ s ≤ 4 and s at most half the squared distance
  obtain ⟨s, hs⟩ : ∃ s, s = 2 + Real.cos q.1 + Real.cos q.2 := ⟨_, rfl⟩
  have hs0 : 0 ≤ s := by linarith [Real.neg_one_le_cos q.1, Real.neg_one_le_cos q.2]
  have hs4 : s ≤ 4 := by linarith [Real.cos_le_one q.1, Real.cos_le_one q.2]
  have hsq : s ^ 2 ≤ 2 * ((q.1 - π) ^ 2 + (q.2 - π) ^ 2) := by
    nlinarith [mul_nonneg hs0 (sub_nonneg.mpr hs4)]
  have hF : copperFactor (4 * B) B q ^ 2 = 4 * B ^ 2 * s ^ 2 := by
    rw [hs]
    unfold copperFactor
    ring
  rw [hF]
  simp only [Qaf]
  linarith [mul_le_mul_of_nonneg_left hsq (show 0 ≤ 4 * B ^ 2 by positivity)]
```

### (i) When copper is bounded

For $P=Q$, show that some $K$ satisfies $F_{Cu}(q)^2\chi(q)\le K$ for all $\xi$ and $q$ if and only if $A=4B$.

If $A\ne4B$, the divergence in (e) produces a $\xi$ at which the weight at $Q$ exceeds any proposed $K$. If $A=4B$, take $K=8B^2$ from (h).

```lean
/-- The copper weight is bounded uniformly in wavevector and correlation length exactly when
`A = 4B`. -/
theorem copper_bounded_iff (A B : ℝ) :
    (∃ K, ∀ ξ q, copperFactor A B q ^ 2 * chi ξ Qaf q ≤ K) ↔ A = 4 * B := by
  constructor
  · rintro ⟨K, hK⟩
    by_contra h
    have ht := (oxygen_bounded_copper_diverges A B 0).2.2 h
    obtain ⟨ξ, hξ⟩ := (ht.eventually_gt_atTop K).exists
    exact absurd (hK ξ Qaf) (not_le_of_gt hξ)
  · rintro rfl
    exact ⟨8 * B ^ 2, copper_weight_le B⟩
```

### (j) A displaced peak

Let $C\ne0$ and $\cos(P_x/2)\ne0$. Show that $F_O(P)^2\chi(P)\to\infty$ as $\xi\to\infty$.

Both factors of $F_O(P)=2C\cos(P_x/2)$ are nonzero, so its square is positive and (b) applies. The condition says that the fields from the two copper neighbours do not cancel at the peak. For $P=(\pi+\delta,\pi)$ with small $\delta\ne0$, the weight is $4C^2\sin^2(\delta/2)\,\xi^2$: the bound on oxygen depends on where the peak sits. A physical static susceptibility is even in $q$ and periodic in the reciprocal lattice, and so has a second peak at $(\pi-\delta,\pi)$; adding it only increases the weight.

```lean
/-- If the susceptibility peaks at a wavevector `P` with `cos (Px/2) ≠ 0` and `C ≠ 0`, the
oxygen weight at the peak diverges with the correlation length. -/
theorem oxygen_diverges_of_shifted_peak {C : ℝ} {P : ℝ × ℝ} (hC : C ≠ 0)
    (hP : Real.cos (P.1 / 2) ≠ 0) :
    Tendsto (fun ξ => oxygenFactor C P ^ 2 * chi ξ P P) atTop atTop := by
  have h0 : oxygenFactor C P ≠ 0 := mul_ne_zero (mul_ne_zero two_ne_zero hC) hP
  exact tendsto_weight_at_peak (by positivity) P

end

end CuprateFormFactors
```

```lean
#print axioms CuprateFormFactors.oxygen_bounded_copper_diverges
-- 'CuprateFormFactors.oxygen_bounded_copper_diverges' depends on axioms: [propext, Classical.choice, Quot.sound]
#print axioms CuprateFormFactors.oxygen_weight_isLUB
-- 'CuprateFormFactors.oxygen_weight_isLUB' depends on axioms: [propext, Classical.choice, Quot.sound]
#print axioms CuprateFormFactors.copper_bounded_iff
-- 'CuprateFormFactors.copper_bounded_iff' depends on axioms: [propext, Classical.choice, Quot.sound]
#print axioms CuprateFormFactors.oxygen_diverges_of_shifted_peak
-- 'CuprateFormFactors.oxygen_diverges_of_shifted_peak' depends on axioms: [propext, Classical.choice, Quot.sound]
```
